# An isotropic shell with Gaussian bond-length disorder gives the same damped EXAFS signal for every linear polarization

I have a single crystal in a linearly polarized X-ray beam and record EXAFS at the K edge. When I turn the crystal, bonds along the polarization gain weight and bonds across it lose weight. Thermal motion also spreads the bond lengths and damps the oscillation. For one shell of $N$ bonds with a common amplitude that doesn't depend on bond length, I would expect Gaussian disorder of variance $v$ to give a factor $e^{-2k^2v}$. I would also expect the orientation to drop out if the bond directions $n_j$ satisfy $\sum_j n_jn_j^{\mathsf T}=(N/3)I$. Can both statements be proved in full and checked by Lean? And is the tensor condition needed, or only convenient?

## The damping factor and the bond tensor

Both statements hold, and for unit bond vectors the tensor condition is also necessary for an orientation-independent coordination number.

Let $R$ be the bond length, with mean $R_0$ and variance $v$, let $k$ be the photoelectron wave number and $\varphi$ the scattering phase. Write $R=R_0+u$ and

$$\sin(2kR+\varphi)=\operatorname{Im}\left[e^{i(2kR_0+\varphi)}e^{2iku}\right].$$

For $v>0$, completing the square in the Gaussian exponent gives

$$-\frac{u^2}{2v}+2iku=-\frac{(u-2ikv)^2}{2v}-2k^2v .$$

The shifted Gaussian still integrates to 1, because the contour can be moved back to the real axis. Hence $\langle e^{2iku}\rangle=e^{-2k^2v}$, which is also true at $v=0$, where $u=0$. This factor is real, so taking the imaginary part gives

$$\langle\sin(2kR+\varphi)\rangle=e^{-2k^2v}\sin(2kR_0+\varphi).$$

For the orientation, let $e$ be the unit polarization vector and $T=\sum_j n_jn_j^{\mathsf T}$ the bond tensor. The effective coordination number is

$$N_{\mathrm{eff}}(e)=\sum_j 3(e\cdot n_j)^2=3\,e^{\mathsf T}Te .$$

If $T=(N/3)I$, this equals $N\,e\cdot e=N$. With common amplitude $A$, the signal is therefore

$$\sum_j 3(e\cdot n_j)^2A\,\langle\sin(2kR+\varphi)\rangle=NA\,e^{-2k^2v}\sin(2kR_0+\varphi).$$

Conversely, let the $n_j$ be unit vectors and suppose $N_{\mathrm{eff}}(e)=c$ for every unit $e$. Number the axes $x,y,z$ as $0,1,2$. Polarization along axis $a$ gives $3T_{aa}=c$. The trace of $T$ is $\sum_j n_j\cdot n_j=N$, so $c=N$ and $T_{aa}=N/3$. The unit vector $(3/5,4/5,0)$ then gives

$$3\left(\tfrac{9}{25}T_{00}+\tfrac{16}{25}T_{11}+\tfrac{24}{25}T_{01}\right)=c,$$

so $T_{01}=0$. The vectors $(3/5,0,4/5)$ and $(0,3/5,4/5)$ remove $T_{02}$ and $T_{12}$ in the same way, and $T=(N/3)I$.

An octahedron has $T=2I$ and $N=6$, so it is isotropic. A square-planar shell in the $xy$ plane has $T=\operatorname{diag}(2,2,0)$, hence $N_{\mathrm{eff}}=6(1-e_2^2)$. Its four bonds count as six for in-plane polarization and as none for polarization along $z$.

Here is the complete file.

```lean
import Mathlib

open MeasureTheory ProbabilityTheory Matrix
open scoped NNReal

namespace PolarizedEXAFS

noncomputable section

variable {ι : Type*} [Fintype ι]

/-- The average of the EXAFS oscillation `sin (2kR + φ)` over a Gaussian distribution of the
bond length `R` with mean `R0` and variance `v`. -/
def disorderAverage (R0 : ℝ) (v : ℝ≥0) (k φ : ℝ) : ℝ :=
  ∫ R, Real.sin (2 * k * R + φ) ∂(gaussianReal R0 v)

/-- The bond tensor of a shell: the sum of `n_j n_jᵀ` over its bond vectors. -/
def bondTensor (n : ι → Fin 3 → ℝ) : Matrix (Fin 3) (Fin 3) ℝ :=
  ∑ j, vecMulVec (n j) (n j)

/-- The effective coordination number seen with polarization `e`: the sum of the weights
`3 (e · n_j)²` over the bonds. -/
def effectiveNumber (n : ι → Fin 3 → ℝ) (e : Fin 3 → ℝ) : ℝ :=
  ∑ j, 3 * (e ⬝ᵥ n j) ^ 2

/-- The polarized signal of one shell at wave number `k`: each bond contributes its polarization
weight times a common amplitude `A` times the disorder-averaged oscillation. -/
def shellSignal (n : ι → Fin 3 → ℝ) (e : Fin 3 → ℝ) (A R0 : ℝ) (v : ℝ≥0) (k φ : ℝ) : ℝ :=
  ∑ j, 3 * (e ⬝ᵥ n j) ^ 2 * (A * disorderAverage R0 v k φ)

/-- Gaussian disorder of variance `v` damps the EXAFS oscillation by the factor `exp (-2k²v)`
and leaves its phase at the value for the mean bond length. -/
theorem disorderAverage_eq (R0 : ℝ) (v : ℝ≥0) (k φ : ℝ) :
    disorderAverage R0 v k φ
      = Real.exp (-2 * k ^ 2 * v) * Real.sin (2 * k * R0 + φ) := by
  -- the complex wave is bounded, hence integrable
  have hint : Integrable (fun R : ℝ => Complex.exp (φ * Complex.I) *
      Complex.exp (((2 * k : ℝ) : ℂ) * R * Complex.I)) (gaussianReal R0 v) := by
    refine Integrable.of_bound (Continuous.aestronglyMeasurable (by fun_prop)) 1
      (ae_of_all _ fun R => ?_)
    rw [norm_mul, Complex.norm_exp_ofReal_mul_I, ← Complex.ofReal_mul,
      Complex.norm_exp_ofReal_mul_I]
    norm_num
  -- the sine is its imaginary part
  have hpt : ∀ R : ℝ, Real.sin (2 * k * R + φ) = Complex.imCLM (Complex.exp (φ * Complex.I) *
      Complex.exp (((2 * k : ℝ) : ℂ) * R * Complex.I)) := by
    intro R
    have h : (φ : ℂ) * Complex.I + ((2 * k : ℝ) : ℂ) * R * Complex.I
        = ((2 * k * R + φ : ℝ) : ℂ) * Complex.I := by
      push_cast
      ring
    rw [← Complex.exp_add, h, Complex.imCLM_apply, Complex.exp_ofReal_mul_I_im]
  have hexp : (φ : ℂ) * Complex.I + (((2 * k : ℝ) : ℂ) * R0 * Complex.I
      - v * ((2 * k : ℝ) : ℂ) ^ 2 / 2)
      = ((-2 * k ^ 2 * v : ℝ) : ℂ) + ((2 * k * R0 + φ : ℝ) : ℂ) * Complex.I := by
    push_cast
    ring
  calc disorderAverage R0 v k φ
      = ∫ R : ℝ, Complex.imCLM (Complex.exp (φ * Complex.I) *
          Complex.exp (((2 * k : ℝ) : ℂ) * R * Complex.I)) ∂(gaussianReal R0 v) :=
        integral_congr_ae (ae_of_all _ hpt)
    _ = Complex.imCLM (∫ R : ℝ, Complex.exp (φ * Complex.I) *
          Complex.exp (((2 * k : ℝ) : ℂ) * R * Complex.I) ∂(gaussianReal R0 v)) :=
        Complex.imCLM.integral_comp_comm hint
    _ = Real.exp (-2 * k ^ 2 * v) * Real.sin (2 * k * R0 + φ) := by
        -- the characteristic function of the Gaussian at `2k`
        rw [integral_const_mul, ← charFun_apply_real, charFun_gaussianReal, ← Complex.exp_add,
          hexp, Complex.exp_add, ← Complex.ofReal_exp, Complex.imCLM_apply,
          Complex.im_ofReal_mul, Complex.exp_ofReal_mul_I_im]

/-- The components of the bond tensor are the sums of products of bond-vector components. -/
theorem bondTensor_apply (n : ι → Fin 3 → ℝ) (a b : Fin 3) :
    bondTensor n a b = ∑ j, n j a * n j b := by
  simp [bondTensor, Matrix.sum_apply, vecMulVec_apply]

/-- The effective coordination number is three times the quadratic form of the bond tensor
in the polarization vector. -/
theorem effectiveNumber_eq (n : ι → Fin 3 → ℝ) (e : Fin 3 → ℝ) :
    effectiveNumber n e = 3 * (e ⬝ᵥ (bondTensor n *ᵥ e)) := by
  simp only [effectiveNumber, dotProduct, Matrix.mulVec, Fin.sum_univ_three, bondTensor_apply,
    Finset.mul_sum, Finset.sum_mul, ← Finset.sum_add_distrib]
  refine Finset.sum_congr rfl fun j _ => ?_
  ring

/-- If the bond tensor of `N` bonds is `(N/3) I`, the polarization weights sum to `N` for every
unit polarization. -/
theorem effectiveNumber_of_isotropic (n : ι → Fin 3 → ℝ)
    (hT : bondTensor n = ((Fintype.card ι : ℝ) / 3) • (1 : Matrix (Fin 3) (Fin 3) ℝ))
    (e : Fin 3 → ℝ) (he : e ⬝ᵥ e = 1) : effectiveNumber n e = Fintype.card ι := by
  rw [effectiveNumber_eq, hT, Matrix.smul_mulVec, Matrix.one_mulVec, dotProduct_smul, he,
    smul_eq_mul]
  ring

/-- For `N` unit bond vectors, the effective coordination number is the same for all unit
polarizations exactly when the bond tensor is `(N/3) I`. -/
theorem polarization_independent_iff (n : ι → Fin 3 → ℝ) (hn : ∀ j, n j ⬝ᵥ n j = 1) :
    (∃ c : ℝ, ∀ e : Fin 3 → ℝ, e ⬝ᵥ e = 1 → effectiveNumber n e = c) ↔
      bondTensor n = ((Fintype.card ι : ℝ) / 3) • (1 : Matrix (Fin 3) (Fin 3) ℝ) := by
  refine ⟨?_, fun hT => ⟨_, effectiveNumber_of_isotropic n hT⟩⟩
  rintro ⟨c, h⟩
  have hs : ∀ a b, bondTensor n a b = bondTensor n b a := fun a b => by
    simp only [bondTensor_apply, mul_comm]
  -- unit bonds fix the trace
  have ht : bondTensor n 0 0 + bondTensor n 1 1 + bondTensor n 2 2 = Fintype.card ι := by
    simp only [bondTensor_apply, ← Finset.sum_add_distrib]
    calc _ = ∑ j, n j ⬝ᵥ n j :=
          Finset.sum_congr rfl fun j _ => by simp only [dotProduct, Fin.sum_univ_three]
      _ = Fintype.card ι := by simp [hn]
  have key : ∀ x y z : ℝ, x ^ 2 + y ^ 2 + z ^ 2 = 1 →
      3 * (x ^ 2 * bondTensor n 0 0 + y ^ 2 * bondTensor n 1 1 + z ^ 2 * bondTensor n 2 2
        + 2 * (x * y * bondTensor n 0 1 + x * z * bondTensor n 0 2
        + y * z * bondTensor n 1 2)) = c := by
    intro x y z hx
    have h1 := h ![x, y, z] (by
      simp [dotProduct, Fin.sum_univ_three]
      linear_combination hx)
    rw [effectiveNumber_eq] at h1
    simp [dotProduct, Matrix.mulVec, Fin.sum_univ_three] at h1
    linear_combination h1 + 3 * x * y * hs 0 1 + 3 * x * z * hs 0 2 + 3 * y * z * hs 1 2
  -- three axes and three oblique polarizations determine the tensor
  have k1 := key 1 0 0 (by norm_num)
  have k2 := key 0 1 0 (by norm_num)
  have k3 := key 0 0 1 (by norm_num)
  have k4 := key (3 / 5) (4 / 5) 0 (by norm_num)
  have k5 := key (3 / 5) 0 (4 / 5) (by norm_num)
  have k6 := key 0 (3 / 5) (4 / 5) (by norm_num)
  have s1 := hs 0 1
  have s2 := hs 0 2
  have s3 := hs 1 2
  ext a b
  fin_cases a <;> fin_cases b <;> simp <;> linarith

/-- For a shell of `N` bonds with bond tensor `(N/3) I` and Gaussian bond-length disorder of
variance `v`, the signal is `N A exp (-2k²v) sin (2kR0 + φ)` for every unit polarization. -/
theorem shellSignal_of_isotropic (n : ι → Fin 3 → ℝ)
    (hT : bondTensor n = ((Fintype.card ι : ℝ) / 3) • (1 : Matrix (Fin 3) (Fin 3) ℝ))
    (e : Fin 3 → ℝ) (he : e ⬝ᵥ e = 1) (A R0 : ℝ) (v : ℝ≥0) (k φ : ℝ) :
    shellSignal n e A R0 v k φ = Fintype.card ι * A *
      (Real.exp (-2 * k ^ 2 * v) * Real.sin (2 * k * R0 + φ)) := by
  have h := effectiveNumber_of_isotropic n hT e he
  unfold effectiveNumber at h
  rw [shellSignal, ← Finset.sum_mul, h, disorderAverage_eq]
  ring

/-- The six bond directions of an octahedral shell. -/
def octahedron : Fin 6 → Fin 3 → ℝ :=
  ![![1, 0, 0], ![-1, 0, 0], ![0, 1, 0], ![0, -1, 0], ![0, 0, 1], ![0, 0, -1]]

/-- The octahedral shell has unit bond vectors and bond tensor `(6/3) I`. -/
theorem octahedron_witness : (∀ j, octahedron j ⬝ᵥ octahedron j = 1) ∧
    bondTensor octahedron
      = ((Fintype.card (Fin 6) : ℝ) / 3) • (1 : Matrix (Fin 3) (Fin 3) ℝ) := by
  constructor
  · intro j
    fin_cases j <;> simp [octahedron, dotProduct, Fin.sum_univ_three]
  · ext a b
    fin_cases a <;> fin_cases b <;>
      simp [bondTensor_apply, octahedron, Fin.sum_univ_six] <;> norm_num

/-- The four bond directions of a square-planar shell in the `xy` plane. -/
def squarePlanar : Fin 4 → Fin 3 → ℝ :=
  ![![1, 0, 0], ![-1, 0, 0], ![0, 1, 0], ![0, -1, 0]]

/-- For a square-planar shell in the `xy` plane and a unit polarization `e`, the effective
coordination number is `6 (1 - e_z²)`. -/
theorem effectiveNumber_squarePlanar (e : Fin 3 → ℝ) (he : e ⬝ᵥ e = 1) :
    effectiveNumber squarePlanar e = 6 * (1 - e 2 ^ 2) := by
  simp only [dotProduct, Fin.sum_univ_three] at he
  simp [effectiveNumber, squarePlanar, dotProduct, Fin.sum_univ_four, Fin.sum_univ_three]
  linear_combination 6 * he

end

end PolarizedEXAFS
```

```lean
#print axioms PolarizedEXAFS.polarization_independent_iff
#print axioms PolarizedEXAFS.shellSignal_of_isotropic
#print axioms PolarizedEXAFS.effectiveNumber_squarePlanar
```

```
'PolarizedEXAFS.polarization_independent_iff' depends on axioms: [propext, Classical.choice, Quot.sound]
'PolarizedEXAFS.shellSignal_of_isotropic' depends on axioms: [propext, Classical.choice, Quot.sound]
'PolarizedEXAFS.effectiveNumber_squarePlanar' depends on axioms: [propext, Classical.choice, Quot.sound]
```

## The shell as Lean describes it

The finite type `ι` labels the bonds, and `Fintype.card ι` is $N$. The function `n` gives each bond a real vector with three components, and `e ⬝ᵥ e = 1` says that the polarization is a unit vector. Polarization is real, hence linear. The variance `v` is a non-negative real, so the case without disorder is included. `disorderAverage` is the integral against Mathlib's Gaussian measure `gaussianReal R0 v`.

The weight $3(e\cdot n_j)^2$ is part of the definitions. It stands for dipole excitation of an $s$ core level into an outgoing $p$ wave, treated as a plane wave at the neighbour; the factor 3 makes its average over all directions equal to 1.

`shellSignal_of_isotropic` states the signal formula for every unit polarization. It assumes the tensor condition but not unit bond vectors, although only unit vectors are bond directions. `polarization_independent_iff` does assume them, and says that $N_{\mathrm{eff}}$ is constant over unit polarizations exactly when $T=(N/3)I$. It concerns $N_{\mathrm{eff}}$ and not the signal, which can vanish for all polarizations at a zero of the sine.

The model has single scattering, fixed bond directions, and the same $A$, $R_0$, $v$ and $\varphi$ for all bonds. `A` and `φ` may take different values at different `k`, but they don't vary with $R$ inside the average, so the spherical-wave factor $1/R^2$ and the mean-free-path damping are not averaged. The Gaussian also gives some weight to negative lengths, which is small when $\sqrt v\ll R_0$.

Within this single-scattering Gaussian model, a coordination number fitted to an octahedral shell needs no orientation correction, whereas one fitted to a square-planar shell does, unless $e_2^2=1/3$, where $N_{\mathrm{eff}}=4$ is already the number of bonds.

## From the characteristic function to six polarizations

In `disorderAverage_eq`, `hpt` writes the sine as the imaginary part of a complex wave. `hint` shows that this wave is integrable because its modulus is 1, which allows `Complex.imCLM.integral_comp_comm` to take the imaginary part outside the integral. `charFun_gaussianReal`, Mathlib's Gaussian characteristic function, replaces the completed square, and `hexp` separates the exponent at $2k$ into its damping and phase parts.

`bondTensor_apply` gives the components of $T$, and `effectiveNumber_eq` proves $N_{\mathrm{eff}}=3e^{\mathsf T}Te$ bond by bond. Substituting the isotropic tensor yields `effectiveNumber_of_isotropic`.

In the converse, `hs` is the symmetry of $T$ and `ht` its trace, the only place where the unit length of the bond vectors is used. `key` writes out the quadratic form for a unit polarization $(x,y,z)$. `k1` to `k3` apply it to the axes and `k4` to `k6` to the oblique vectors. The resulting equations are linear in the entries of $T$, and `linarith` solves them for each of the nine entries.

`shellSignal_of_isotropic` takes the common factor out of the sum over bonds and inserts the two results. `octahedron_witness` checks that the octahedron's six direction vectors have unit length, and checks its tensor entry by entry. `effectiveNumber_squarePlanar` expands the four weights and uses $e\cdot e=1$ to replace $e_0^2+e_1^2$ by $1-e_2^2$.
